# The $T^2$ correction to the Lorenz ratio for a quadratic conductivity

Let $E$ be the energy measured from the chemical potential, $T>0$ the thermal energy, $\sigma(E)=a+bE+cE^2$ with $a\neq 0$, and $M_n(T)=\int_{-\infty}^{\infty}x^n\sigma(Tx)\,w(x)\,dx$ with the thermal window $w(x)=1/(4\cosh^2(x/2))$. The Lorenz ratio $L=M_2/M_0-(M_1/M_0)^2$ then satisfies $(L-\pi^2/3)/T^2\to\pi^4(16ac-5b^2)/(45a^2)$ as $T\to0^+$.

```lean
import Mathlib

open MeasureTheory Set Filter
open scoped Real Topology

namespace SommerfeldLorenz

noncomputable section

/-- The thermal window: minus the derivative of the Fermi function with respect to the
reduced energy `x`. -/
def window (x : ℝ) : ℝ := 1 / (4 * Real.cosh (x / 2) ^ 2)

/-- The `n`-th moment of the thermal window. -/
def windowMoment (n : ℕ) : ℝ := ∫ x : ℝ, x ^ n * window x

/-- The conductivity as a quadratic function of the energy from the chemical potential. -/
def conductivity (a b c E : ℝ) : ℝ := a + b * E + c * E ^ 2

/-- The `n`-th transport moment of a conductivity `σ` at thermal energy `T`. -/
def transportMoment (σ : ℝ → ℝ) (n : ℕ) (T : ℝ) : ℝ :=
  ∫ x : ℝ, x ^ n * σ (T * x) * window x

/-- The Lorenz ratio at zero electric current, in units of `(k/e)^2`, for a nonzero zeroth
transport moment. -/
def lorenz (σ : ℝ → ℝ) (T : ℝ) : ℝ :=
  transportMoment σ 2 T / transportMoment σ 0 T
    - (transportMoment σ 1 T / transportMoment σ 0 T) ^ 2

/-- The denominator of the thermal window written with exponentials. -/
theorem four_cosh_sq (x : ℝ) :
    4 * Real.cosh (x / 2) ^ 2 = Real.exp x + 2 + Real.exp (-x) := by
  have h1 : Real.exp x = Real.exp (x / 2) * Real.exp (x / 2) := by
    rw [← Real.exp_add, add_halves]
  have h2 : Real.exp (-x) = Real.exp (-(x / 2)) * Real.exp (-(x / 2)) := by
    rw [← Real.exp_add]
    congr 1
    ring
  have h3 : Real.exp (x / 2) * Real.exp (-(x / 2)) = 1 := by
    rw [← Real.exp_add, add_neg_cancel, Real.exp_zero]
  rw [Real.cosh_eq]
  linear_combination -h1 - h2 + 2 * h3

/-- The thermal window times any natural-number power of the reduced energy is integrable. -/
theorem integrable_window (n : ℕ) : Integrable (fun x : ℝ => x ^ n * window x) := by
  have hpos : ∀ x : ℝ, 0 < 4 * Real.cosh (x / 2) ^ 2 := fun x => by
    have := Real.cosh_pos (x / 2)
    positivity
  have hc : Continuous window :=
    Continuous.div continuous_const (by fun_prop) (fun x => (hpos x).ne')
  refine (integrable_inv_one_add_sq.const_mul
    ((n.factorial : ℝ) + ((n + 2).factorial : ℝ))).mono'
    ((continuous_pow n).mul hc).aestronglyMeasurable (ae_of_all _ fun x => ?_)
  -- the exponential beats every power
  have h1 := Real.pow_div_factorial_le_exp |x| (abs_nonneg x) n
  have h2 := Real.pow_div_factorial_le_exp |x| (abs_nonneg x) (n + 2)
  rw [div_le_iff₀ (by positivity)] at h1 h2
  have hD : Real.exp |x| ≤ 4 * Real.cosh (x / 2) ^ 2 := by
    rw [four_cosh_sq]
    rcases abs_choice x with h | h <;> rw [h] <;>
      linarith [Real.exp_pos x, Real.exp_pos (-x)]
  have e : ‖x ^ n * window x‖ = |x| ^ n / (4 * Real.cosh (x / 2) ^ 2) := by
    unfold window
    rw [mul_one_div, norm_div, norm_pow, Real.norm_eq_abs x, Real.norm_of_nonneg (hpos x).le]
  rw [e, ← div_eq_mul_inv, div_le_div_iff₀ (hpos x) (by positivity)]
  calc |x| ^ n * (1 + x ^ 2) = |x| ^ n + |x| ^ (n + 2) := by
        rw [pow_add, sq_abs]
        ring
    _ ≤ Real.exp |x| * n.factorial + Real.exp |x| * (n + 2).factorial := add_le_add h1 h2
    _ = ((n.factorial : ℝ) + ((n + 2).factorial : ℝ)) * Real.exp |x| := by ring
    _ ≤ _ := by gcongr

private theorem window_eq (x : ℝ) :
    window x = Real.exp (-x) / (1 + Real.exp (-x)) ^ 2 := by
  have h : Real.exp x * Real.exp (-x) = 1 := by
    rw [← Real.exp_add, add_neg_cancel, Real.exp_zero]
  unfold window
  rw [four_cosh_sq, div_eq_div_iff (by positivity) (by positivity)]
  linear_combination -h

private theorem window_neg (x : ℝ) : window (-x) = window x := by
  unfold window
  rw [neg_div, Real.cosh_neg]

private theorem integral_pow_exp (p : ℕ) {r : ℝ} (hr : 0 < r) :
    ∫ t in Ioi (0 : ℝ), t ^ p * Real.exp (-(r * t)) = p.factorial / r ^ (p + 1) := by
  have h := Real.integral_rpow_mul_exp_neg_mul_Ioi (a := (p : ℝ) + 1) (by positivity) hr
  rw [Real.Gamma_nat_eq_factorial] at h
  simp only [add_sub_cancel_right, Real.rpow_natCast] at h
  rw [← Nat.cast_succ, Real.rpow_natCast] at h
  rw [h, one_div, inv_pow, div_eq_inv_mul]

private theorem hasSum_half {p : ℕ} (hp : 1 < p) :
    HasSum (fun n : ℕ => (p.factorial : ℝ) * (-(-1 : ℝ) ^ n / (n : ℝ) ^ p))
      (∫ x in Ioi (0 : ℝ), x ^ p * window x) := by
  let F : ℕ → ℝ → ℝ := fun n x => -((-1) ^ n * (n : ℝ)) * (x ^ p * Real.exp (-(n * x)))
  have hint : ∀ n, Integrable (F n) (volume.restrict (Ioi 0)) := by
    intro n
    rcases Nat.eq_zero_or_pos n with rfl | hn
    · simp [F]
    · have hn' : (0 : ℝ) < n := by exact_mod_cast hn
      refine Integrable.const_mul ?_ _
      by_contra h
      have h1 := integral_pow_exp p hn'
      rw [integral_undef h] at h1
      have h2 : (0 : ℝ) < p.factorial / (n : ℝ) ^ (p + 1) := by positivity
      linarith
  have hval : ∀ n : ℕ, (n : ℝ) * ∫ x in Ioi (0 : ℝ), x ^ p * Real.exp (-(n * x))
      = p.factorial * (1 / (n : ℝ) ^ p) := by
    intro n
    rcases Nat.eq_zero_or_pos n with rfl | hn
    · simp [show p ≠ 0 by omega]
    · have hn' : (0 : ℝ) < n := by exact_mod_cast hn
      rw [integral_pow_exp p hn', pow_succ]
      field_simp
  have hnorm : ∀ n, ∫ x in Ioi (0 : ℝ), ‖F n x‖ = p.factorial * (1 / (n : ℝ) ^ p) := by
    intro n
    rw [← hval n, ← integral_const_mul]
    refine setIntegral_congr_fun measurableSet_Ioi fun x hx => ?_
    have hx' : (0 : ℝ) < x := hx
    have h0 : 0 ≤ x ^ p * Real.exp (-(n * x)) := by positivity
    have hc : |-((-1 : ℝ) ^ n * (n : ℝ))| = n := by simp [abs_mul]
    change |-((-1 : ℝ) ^ n * (n : ℝ)) * (x ^ p * Real.exp (-(n * x)))| = _
    rw [abs_mul, hc, abs_of_nonneg h0]
  have hs := hasSum_integral_of_summable_integral_norm hint (by
    simp_rw [hnorm]
    exact (Real.summable_one_div_nat_pow.mpr hp).mul_left _)
  -- the geometric expansion of the window in powers of exp (-x)
  have ht : ∫ x in Ioi (0 : ℝ), ∑' n, F n x = ∫ x in Ioi (0 : ℝ), x ^ p * window x := by
    refine setIntegral_congr_fun measurableSet_Ioi fun x hx => ?_
    have hx' : (0 : ℝ) < x := hx
    have hq : ‖-Real.exp (-x)‖ < 1 := by
      rw [norm_neg, Real.norm_of_nonneg (Real.exp_pos _).le, Real.exp_lt_one_iff]
      linarith
    have hg := (hasSum_coe_mul_geometric_of_norm_lt_one hq).mul_left (-(x ^ p))
    have e : (fun n : ℕ => F n x)
        = fun n : ℕ => -(x ^ p) * ((n : ℝ) * (-Real.exp (-x)) ^ n) := by
      funext n
      have h : Real.exp (-(n * x)) = Real.exp (-x) ^ n := by
        rw [← Real.exp_nat_mul, mul_neg]
      simp only [F]
      rw [h, neg_pow (Real.exp (-x))]
      ring
    change ∑' n, F n x = x ^ p * window x
    rw [e, hg.tsum_eq, window_eq, sub_neg_eq_add]
    ring
  rw [ht] at hs
  have e : (fun n : ℕ => (p.factorial : ℝ) * (-(-1 : ℝ) ^ n / (n : ℝ) ^ p))
      = fun n => ∫ x in Ioi (0 : ℝ), F n x := by
    funext n
    simp only [F]
    rw [integral_const_mul]
    linear_combination (-1 : ℝ) ^ n * hval n
  rw [e]
  exact hs

private theorem hasSum_alternating {p : ℕ} {Z : ℝ}
    (h : HasSum (fun n : ℕ => 1 / (n : ℝ) ^ p) Z) :
    HasSum (fun n : ℕ => -(-1 : ℝ) ^ n / (n : ℝ) ^ p) (Z - 2 / 2 ^ p * Z) := by
  have he : HasSum (fun k : ℕ => (1 + (-1 : ℝ) ^ (2 * k)) / ((2 * k : ℕ) : ℝ) ^ p)
      (2 / 2 ^ p * Z) := by
    have e : (fun k : ℕ => (1 + (-1 : ℝ) ^ (2 * k)) / ((2 * k : ℕ) : ℝ) ^ p)
        = fun k : ℕ => 2 / 2 ^ p * (1 / (k : ℝ) ^ p) := by
      funext k
      rw [pow_mul, neg_one_sq, one_pow, Nat.cast_mul, Nat.cast_ofNat, mul_pow,
        div_mul_div_comm, mul_one]
      norm_num
    rw [e]
    exact h.mul_left _
  have ho : HasSum (fun k : ℕ => (1 + (-1 : ℝ) ^ (2 * k + 1)) / ((2 * k + 1 : ℕ) : ℝ) ^ p)
      0 := by
    have e : (fun k : ℕ => (1 + (-1 : ℝ) ^ (2 * k + 1)) / ((2 * k + 1 : ℕ) : ℝ) ^ p)
        = fun _ => 0 := by
      funext k
      rw [pow_succ, pow_mul, neg_one_sq, one_pow, one_mul, add_neg_cancel, zero_div]
    rw [e]
    exact hasSum_zero
  have hs := h.sub (HasSum.even_add_odd
    (f := fun n : ℕ => (1 + (-1 : ℝ) ^ n) / (n : ℝ) ^ p) he ho)
  rw [add_zero] at hs
  have e : (fun n : ℕ => -(-1 : ℝ) ^ n / (n : ℝ) ^ p)
      = fun n : ℕ => 1 / (n : ℝ) ^ p - (1 + (-1 : ℝ) ^ n) / (n : ℝ) ^ p := by
    funext n
    ring
  rw [e]
  exact hs

/-- Every even window moment of order `p ≥ 2` is a multiple of the sum `Z` of the
inverse `p`-th powers of the positive integers. -/
theorem windowMoment_even {p : ℕ} (hp : Even p) (h1 : 1 < p) {Z : ℝ}
    (hZ : HasSum (fun n : ℕ => 1 / (n : ℝ) ^ p) Z) :
    windowMoment p = 2 * (p.factorial * (Z - 2 / 2 ^ p * Z)) := by
  rw [((hasSum_alternating hZ).mul_left (p.factorial : ℝ)).unique (hasSum_half h1),
    ← integral_comp_abs (f := fun x => x ^ p * window x)]
  unfold windowMoment
  congr 1
  funext x
  have hw : window |x| = window x := by
    rcases abs_choice x with h | h <;> rw [h]
    exact window_neg x
  rw [hp.pow_abs, hw]

private theorem windowMoment_odd {p : ℕ} (hp : Odd p) : windowMoment p = 0 := by
  have h := integral_neg_eq_self (fun x : ℝ => x ^ p * window x) volume
  simp only [hp.neg_pow, window_neg, neg_mul, integral_neg] at h
  unfold windowMoment
  linarith

private theorem windowMoment_zero : windowMoment 0 = 1 := by
  have hd : ∀ x : ℝ, HasDerivAt (fun y : ℝ => (1 + Real.exp (-y))⁻¹)
      (x ^ 0 * window x) x := by
    intro x
    have h : HasDerivAt (fun y : ℝ => (1 + Real.exp (-y))⁻¹)
        (-(Real.exp (-x) * -1) / (1 + Real.exp (-x)) ^ 2) x :=
      ((hasDerivAt_neg' x).exp.const_add 1).inv (by positivity)
    refine h.congr_deriv ?_
    rw [window_eq]
    ring
  have hb : Tendsto (fun y : ℝ => (1 + Real.exp (-y))⁻¹) atBot (𝓝 0) :=
    tendsto_inv_atTop_zero.comp (tendsto_atTop_add_const_left _ 1
      (Real.tendsto_exp_atTop.comp tendsto_neg_atBot_atTop))
  have ht : Tendsto (fun y : ℝ => (1 + Real.exp (-y))⁻¹) atTop (𝓝 1) := by
    have h := (Real.tendsto_exp_neg_atTop_nhds_zero.const_add 1).inv₀
      (by norm_num : (1 : ℝ) + 0 ≠ 0)
    simpa using h
  unfold windowMoment
  rw [integral_of_hasDerivAt_of_tendsto hd (integrable_window 0) hb ht, sub_zero]

/-- For a quadratic conductivity each transport moment is a combination of three
consecutive window moments. -/
theorem transportMoment_quadratic (a b c T : ℝ) (n : ℕ) :
    transportMoment (conductivity a b c) n T = a * windowMoment n
      + b * T * windowMoment (n + 1) + c * T ^ 2 * windowMoment (n + 2) := by
  have e : (fun x : ℝ => x ^ n * conductivity a b c (T * x) * window x)
      = fun x => a * (x ^ n * window x) + b * T * (x ^ (n + 1) * window x)
        + c * T ^ 2 * (x ^ (n + 2) * window x) := by
    funext x
    unfold conductivity
    ring
  have i0 := (integrable_window n).const_mul a
  have i1 := (integrable_window (n + 1)).const_mul (b * T)
  have i2 := (integrable_window (n + 2)).const_mul (c * T ^ 2)
  have i01 : Integrable (fun x : ℝ => a * (x ^ n * window x)
      + b * T * (x ^ (n + 1) * window x)) := i0.add i1
  unfold transportMoment windowMoment
  rw [e, integral_add i01 i2, integral_add i0 i1, integral_const_mul, integral_const_mul,
    integral_const_mul]

/-- The exact deviation of the Lorenz ratio from `π²/3` for a quadratic conductivity, at any
`T` where the thermally averaged conductivity `a + π²cT²/3` is nonzero. -/
theorem lorenz_deviation (a b c T : ℝ) (h : a + π ^ 2 / 3 * c * T ^ 2 ≠ 0) :
    lorenz (conductivity a b c) T - π ^ 2 / 3 =
      T ^ 2 * (π ^ 4 * (16 * a * c - 5 * b ^ 2 + 16 * π ^ 2 / 3 * c ^ 2 * T ^ 2)
        / (45 * (a + π ^ 2 / 3 * c * T ^ 2) ^ 2)) := by
  have m2 : windowMoment 2 = π ^ 2 / 3 := by
    rw [windowMoment_even (by decide) (by norm_num) hasSum_zeta_two]
    norm_num [Nat.factorial]
    ring
  have m4 : windowMoment 4 = 7 * π ^ 4 / 15 := by
    rw [windowMoment_even (by decide) (by norm_num) hasSum_zeta_four]
    norm_num [Nat.factorial]
    ring
  have m1 : windowMoment 1 = 0 := windowMoment_odd (by decide)
  have m3 : windowMoment 3 = 0 := windowMoment_odd (by decide)
  have t0 : transportMoment (conductivity a b c) 0 T = a + π ^ 2 / 3 * c * T ^ 2 := by
    rw [transportMoment_quadratic, windowMoment_zero, m1, m2]
    ring
  have t1 : transportMoment (conductivity a b c) 1 T = π ^ 2 / 3 * b * T := by
    rw [transportMoment_quadratic, m1, m2, m3]
    ring
  have t2 : transportMoment (conductivity a b c) 2 T
      = π ^ 2 / 3 * a + 7 * π ^ 4 / 15 * c * T ^ 2 := by
    rw [transportMoment_quadratic, m2, m3, m4]
    ring
  unfold lorenz
  rw [t0, t1, t2]
  -- clear the averaged conductivity from the denominators
  obtain ⟨D, hD⟩ : ∃ D, D = a + π ^ 2 / 3 * c * T ^ 2 := ⟨_, rfl⟩
  rw [← hD] at h ⊢
  have ha : a = D - π ^ 2 / 3 * c * T ^ 2 := by linarith
  rw [ha]
  field_simp
  ring

/-- Sommerfeld correction to the Lorenz number: for a quadratic conductivity that is nonzero
at the chemical potential, the deviation from `π²/3` divided by `T²` tends to
`π⁴(16ac - 5b²)/(45a²)` as `T` tends to zero from above. -/
theorem lorenz_sommerfeld_correction (a b c : ℝ) (ha : a ≠ 0) :
    Tendsto (fun T => (lorenz (conductivity a b c) T - π ^ 2 / 3) / T ^ 2) (𝓝[>] 0)
      (𝓝 (π ^ 4 * (16 * a * c - 5 * b ^ 2) / (45 * a ^ 2))) := by
  have hg : ContinuousAt (fun T : ℝ =>
      π ^ 4 * (16 * a * c - 5 * b ^ 2 + 16 * π ^ 2 / 3 * c ^ 2 * T ^ 2)
        / (45 * (a + π ^ 2 / 3 * c * T ^ 2) ^ 2)) 0 :=
    ContinuousAt.div (by fun_prop) (by fun_prop) (by simp [ha])
  have hlim := hg.tendsto.mono_left (nhdsWithin_le_nhds (s := Ioi (0 : ℝ)))
  have hD : ContinuousAt (fun T : ℝ => a + π ^ 2 / 3 * c * T ^ 2) 0 := by fun_prop
  have hne : ∀ᶠ T in 𝓝[>] (0 : ℝ), a + π ^ 2 / 3 * c * T ^ 2 ≠ 0 :=
    (hD.eventually_ne (by simpa using ha)).filter_mono nhdsWithin_le_nhds
  have h0 : (0 : ℝ) ^ 2 = 0 := by norm_num
  simp only [h0, mul_zero, add_zero] at hlim
  refine hlim.congr' ?_
  filter_upwards [hne, self_mem_nhdsWithin] with T hT hpos
  have hT2 : T ^ 2 ≠ 0 := pow_ne_zero 2 (ne_of_gt hpos)
  rw [lorenz_deviation a b c T hT, mul_div_cancel_left₀ _ hT2]

/-- If `5b² < 16ac`, the Lorenz ratio lies above `π²/3` at all sufficiently low positive
temperatures. -/
theorem lorenz_above (a b c : ℝ) (h : 5 * b ^ 2 < 16 * a * c) :
    ∀ᶠ T in 𝓝[>] (0 : ℝ), π ^ 2 / 3 < lorenz (conductivity a b c) T := by
  have ha : a ≠ 0 := by
    rintro rfl
    nlinarith [sq_nonneg b]
  have hl : 0 < π ^ 4 * (16 * a * c - 5 * b ^ 2) / (45 * a ^ 2) :=
    div_pos (mul_pos (by positivity) (by linarith)) (by positivity)
  filter_upwards [(lorenz_sommerfeld_correction a b c ha).eventually_const_lt hl,
    self_mem_nhdsWithin] with T hT hpos
  have hT2 : 0 < T ^ 2 := pow_pos hpos 2
  have h1 := mul_pos hT hT2
  rw [div_mul_cancel₀ _ hT2.ne'] at h1
  linarith

/-- If `16ac < 5b²` and the conductivity at the chemical potential is nonzero, the Lorenz
ratio lies below `π²/3` at all sufficiently low positive temperatures. -/
theorem lorenz_below (a b c : ℝ) (ha : a ≠ 0) (h : 16 * a * c < 5 * b ^ 2) :
    ∀ᶠ T in 𝓝[>] (0 : ℝ), lorenz (conductivity a b c) T < π ^ 2 / 3 := by
  have hl : π ^ 4 * (16 * a * c - 5 * b ^ 2) / (45 * a ^ 2) < 0 :=
    div_neg_of_neg_of_pos (mul_neg_of_pos_of_neg (by positivity) (by linarith))
      (by positivity)
  filter_upwards [(lorenz_sommerfeld_correction a b c ha).eventually_lt_const hl,
    self_mem_nhdsWithin] with T hT hpos
  have hT2 : 0 < T ^ 2 := pow_pos hpos 2
  have h1 := mul_neg_of_neg_of_pos hT hT2
  rw [div_mul_cancel₀ _ hT2.ne'] at h1
  linarith

end

end SommerfeldLorenz
```

```lean
#print axioms SommerfeldLorenz.lorenz_sommerfeld_correction
-- 'SommerfeldLorenz.lorenz_sommerfeld_correction' depends on axioms: [propext, Classical.choice, Quot.sound]
#print axioms SommerfeldLorenz.lorenz_above
-- 'SommerfeldLorenz.lorenz_above' depends on axioms: [propext, Classical.choice, Quot.sound]
#print axioms SommerfeldLorenz.lorenz_below
-- 'SommerfeldLorenz.lorenz_below' depends on axioms: [propext, Classical.choice, Quot.sound]
```

## Limit, exact deviation and sign

`lorenz_sommerfeld_correction` is the limit above; `𝓝[>] 0` means that $T$ approaches zero through positive values. It follows from an exact formula, `lorenz_deviation`. With $D=a+\pi^2cT^2/3$, and whenever $D\neq0$,

$$L-\frac{\pi^2}{3}=\frac{\pi^4T^2}{45D^2}\left(16ac-5b^2+\frac{16\pi^2}{3}c^2T^2\right).$$

`lorenz_above` says that if $5b^2<16ac$, there is a $T_0>0$ such that $L>\pi^2/3$ for all $0<T<T_0$. `lorenz_below` gives $L<\pi^2/3$ in the same sense if $16ac<5b^2$ and $a\ne0$. The first needs no separate condition on $a$, because its inequality already excludes $a=0$. When $16ac=5b^2$ the limit is zero and does not decide the sign.

## Electrons behind the moments

In the code, `window` is $w$, minus the derivative of the Fermi function with respect to $x=E/T$. `conductivity a b c` is $\sigma$, and `transportMoment σ n T` is $M_n(T)$, defined for an arbitrary function `σ`. `lorenz` is the thermal conductivity divided by the electrical conductivity and the absolute temperature, in units of $(k/e)^2$, with $k$ Boltzmann's constant and $e$ the elementary charge. Its subtracted square imposes zero electric current during heat flow. Since $\sigma''(0)=2c$, the combination $16ac$ is $8\sigma\sigma''$ at the chemical potential.

The model assumes independent electrons whose charge and heat currents are governed by the same $\sigma(E)$, as for elastic scattering. The heat carried by phonons is left out. The coefficients do not change with $T$, and $\sigma$ is quadratic on the whole line, without a band edge. A physical $\sigma(E)$ is nowhere negative, which for a quadratic on the whole line means $a\ge0$, $c\ge0$ and $b^2\le4ac$. The theorem assumes only $a\neq0$, so it leaves out a conductivity that vanishes at the chemical potential.

For transport codes that integrate an energy-dependent conductivity of non-interacting electrons, the exact formula supplies a reference value when the input is quadratic.

## From window moments to the correction

Write $I_n=\int x^nw(x)\,dx$, which is `windowMoment n`. These integrals converge: `integrable_window` bounds $|x|^n(1+x^2)$ by $(n!+(n+2)!)\,e^{|x|}$, and $e^{|x|}\le4\cosh^2(x/2)$, so the integrand is at most a constant times $1/(1+x^2)$.

The window is even, so $I_1=I_3=0$ (`windowMoment_odd`). The function $1/(1+e^{-x})$ has derivative $w$ and rises from 0 to 1, so $I_0=1$ (`windowMoment_zero`).

For $x>0$, the geometric series gives

$$w(x)=\frac{e^{-x}}{(1+e^{-x})^2}=\sum_{n\ge1}(-1)^{n+1}n\,e^{-nx}.$$

Since $\int_0^\infty x^pe^{-nx}dx=p!/n^{p+1}$, integrating term by term yields

$$\int_0^\infty x^pw\,dx=p!\sum_{n\ge1}\frac{(-1)^{n+1}}{n^p}.$$

The exchange of sum and integral is justified for $p\ge2$ because the integrals of the absolute values, $p!/n^p$, are summable. This is `hasSum_half`. Lean's sums also include $n=0$, where division by zero returns zero and nothing is added.

Subtracting twice the even terms from $\zeta(p)=\sum_{n\ge1}n^{-p}$ turns the alternating sum into $(1-2^{1-p})\zeta(p)$ (`hasSum_alternating`). For even $p$ the two half-lines contribute equally, so `windowMoment_even` gives $I_p=2\,p!\,(1-2^{1-p})\zeta(p)$. With $\zeta(2)=\pi^2/6$ and $\zeta(4)=\pi^4/90$,

$$I_2=\frac{\pi^2}{3},\qquad I_4=\frac{7\pi^4}{15}.$$

By linearity, $M_n=aI_n+bTI_{n+1}+cT^2I_{n+2}$ (`transportMoment_quadratic`), hence

$$M_0=D,\qquad M_1=\frac{\pi^2}{3}bT,\qquad M_2=\frac{\pi^2}{3}a+\frac{7\pi^4}{15}cT^2.$$

Therefore

$$\frac{M_2}{M_0}-\frac{\pi^2}{3}=\frac{cT^2}{D}\left(\frac{7\pi^4}{15}-\frac{\pi^4}{9}\right)=\frac{16\pi^4cT^2}{45D},\qquad \left(\frac{M_1}{M_0}\right)^2=\frac{\pi^4b^2T^2}{9D^2}.$$

Subtracting and inserting $D$ gives the exact deviation; in Lean, `field_simp` and `ring` do this algebra.

The $\pi^4/9$ comes from the thermal correction to $M_0$. Anyone who replaces $M_0$ by $a$, on the grounds that the difference is only of order $T^2$, finds $21ac$ instead of $16ac$, because that difference multiplies the leading term $\pi^2/3$.

For the limit, $D\to a\neq0$, so $D\neq0$ for all small $T$ and the exact formula applies. Dividing by $T^2$ leaves a function continuous at $T=0$, whose value there is the stated limit. If that limit is nonzero, the quotient has its sign for all small $T>0$, and multiplying by $T^2>0$ gives the sign of $L-\pi^2/3$.
